# Lowering the energy creates no first node in a Numerov solution below the mesh bound

A shooting calculation can use nodes to steer its search for the lowest eigenvalue: a node before the far wall suggests that the trial energy is too high. If lowering the energy could create a node, that signal would send the search the wrong way. On a coarse mesh this can happen. The Numerov scheme divides by $1-h^2q_j/12$, where $h$ is the step and $q_j$ the coefficient in $\psi''=q\psi$, and lowering the energy raises $q_j$. Once $h^2q_j$ passes 12, the divisor is negative and the computed wave function can change sign for no physical reason.

Below that bound, the first node behaves as it should. Let $u$ and $v$ be Numerov solutions on the grid $0,\dots,n$ with coefficients $f_j\le g_j$, where $h^2g_j<12$ for $1\le j\le n$. Let $u_0=v_0=0$ and $v_1>0$. If $u_j>0$ for $1\le j\le n$, then $v_j>0$ there too.

## The cross difference of two solutions

Define the weighted amplitudes
$$A_j=\Bigl(1-\frac{h^2f_j}{12}\Bigr)u_j,\qquad B_j=\Bigl(1-\frac{h^2g_j}{12}\Bigr)v_j .$$
The Numerov recurrences are
$$A_{k+2}=2A_{k+1}-A_k+h^2f_{k+1}u_{k+1},\qquad B_{k+2}=2B_{k+1}-B_k+h^2g_{k+1}v_{k+1}.$$
Let $D_k=B_{k+1}A_k-A_{k+1}B_k$, a discrete analogue of the Wronskian. Multiply the second recurrence by $A_{k+1}$, the first by $B_{k+1}$, and subtract. The terms $2A_{k+1}B_{k+1}$ cancel, leaving
$$D_{k+1}=D_k+h^2\bigl(g_{k+1}v_{k+1}A_{k+1}-f_{k+1}u_{k+1}B_{k+1}\bigr).$$
With all indices equal to $k+1$, the bracket is
$$uv\Bigl[g\Bigl(1-\frac{h^2f}{12}\Bigr)-f\Bigl(1-\frac{h^2g}{12}\Bigr)\Bigr]=(g-f)uv,$$
because the two $h^2fg/12$ terms cancel. Hence
$$D_{k+1}=D_k+h^2(g_{k+1}-f_{k+1})u_{k+1}v_{k+1}.$$

The induction carries two facts: $v_{k+1}>0$ and $D_k\ge0$. At $k=0$ the first is given, and $D_0=0$ because $A_0=B_0=0$. For the step, the identity gives $D_{k+1}\ge0$, that is,
$$B_{k+2}A_{k+1}\ge A_{k+2}B_{k+1}.$$
Since $h^2f_j\le h^2g_j<12$, both weights are positive, so each amplitude has the sign of its wave function. The right-hand side is therefore positive, as is $A_{k+1}$. It follows that $B_{k+2}>0$, and so $v_{k+2}>0$.

## The scheme and the energy in Lean

```lean
import Mathlib

namespace NumerovNodeComparison
```

Wave functions and coefficients are functions `ℕ → ℝ`, of which only the values on the grid matter. The weighted amplitude is `auxW`.

```lean
/-- The weighted Numerov amplitude `(1 - h² q_j / 12) ψ_j` at grid point `j`. -/
noncomputable def auxW (h : ℝ) (q ψ : ℕ → ℝ) (j : ℕ) : ℝ :=
  (1 - h ^ 2 * q j / 12) * ψ j
```

The predicate `IsNumerov` imposes the recurrence wherever three neighbouring points fit on the grid. For $n<2$ it imposes nothing, and the comparison still holds.

```lean
/-- `ψ` solves the Numerov recurrence for `ψ'' = q ψ` with step `h` on the grid `0, ..., n`. -/
def IsNumerov (h : ℝ) (q ψ : ℕ → ℝ) (n : ℕ) : Prop :=
  ∀ j, j + 2 ≤ n →
    auxW h q ψ (j + 2) - 2 * auxW h q ψ (j + 1) + auxW h q ψ j
      = h ^ 2 * q (j + 1) * ψ (j + 1)
```

For the Schrödinger equation, $q_j=\kappa(V_j-E)$, where $\kappa$ stands for $2m/\hbar^2$ and $V$ is the potential. With $\kappa>0$, a lower energy means a larger coefficient.

```lean
/-- The coefficient `κ (V_j - E)` of the Schrödinger equation `ψ'' = κ (V - E) ψ`. -/
def schrodingerCoeff (κ : ℝ) (V : ℕ → ℝ) (E : ℝ) (j : ℕ) : ℝ := κ * (V j - E)
```

The arithmetic is that of exact real numbers, so rounding is not modelled, and neither is convergence to the differential equation.

## Signs and the one-step identity

The mesh bound enters through the equivalence of signs. Where $q_j>0$, it says that the step is shorter than $\sqrt{12}$ local decay lengths $1/\sqrt{q_j}$.

```lean
/-- Where `h² q_j < 12`, the weighted amplitude is positive exactly when the wave function is. -/
theorem auxW_pos_iff {h : ℝ} {q ψ : ℕ → ℝ} {j : ℕ} (hq : h ^ 2 * q j < 12) :
    0 < auxW h q ψ j ↔ 0 < ψ j := by
  unfold auxW
  exact mul_pos_iff_of_pos_left (by linarith)
```

The next theorem is the identity for $D_{k+1}$.

```lean
/-- One Numerov step changes the cross difference of two solutions by `h² (g - f) u v`,
taken at the middle point. -/
theorem cross_step {h : ℝ} {f g u v : ℕ → ℝ} {n : ℕ}
    (hu : IsNumerov h f u n) (hv : IsNumerov h g v n) (k : ℕ) (hk : k + 2 ≤ n) :
    auxW h g v (k + 2) * auxW h f u (k + 1) - auxW h f u (k + 2) * auxW h g v (k + 1)
      = auxW h g v (k + 1) * auxW h f u k - auxW h f u (k + 1) * auxW h g v k
        + h ^ 2 * (g (k + 1) - f (k + 1)) * (u (k + 1) * v (k + 1)) := by
  have eu := hu k hk
  have ev := hv k hk
  unfold auxW at *
  linear_combination ((1 - h ^ 2 * f (k + 1) / 12) * u (k + 1)) * ev
    - ((1 - h ^ 2 * g (k + 1) / 12) * v (k + 1)) * eu
```

The proof turns on `linear_combination`. The hypotheses `ev` and `eu` are the recurrences for $v$ and $u$, and the tactic is told to multiply them by $A_{k+1}$ and $B_{k+1}$ and subtract, exactly as above. It then checks that the difference between the two sides of the goal equals the same combination of the differences in the hypotheses. That is a polynomial identity, which `ring` settles. The user supplies the multipliers, and the tactic does the cancellation. No sign or size condition is needed, so the identity also holds beyond the mesh bound.

## The induction and the comparison theorem

In `growth_comparison`, the inequality $D_k\ge0$ is written as a comparison of products. When $A_k$ and $B_k$ are positive, it says that $B_{k+1}/B_k\ge A_{k+1}/A_k$.

```lean
/-- Let `f ≤ g` and `h² g < 12` on `1, ..., n`, let both Numerov solutions start from zero with `v 1
> 0`, and let `u` be positive on `1, ..., n`. Then, for `k + 1 ≤ n`, `v (k + 1)` is positive and `A
(k + 1) * B k ≤ B (k + 1) * A k`, where `A` and `B` are the weighted amplitudes of `u` and `v`. -/
theorem growth_comparison {h : ℝ} {f g u v : ℕ → ℝ} {n : ℕ}
    (hu : IsNumerov h f u n) (hv : IsNumerov h g v n)
    (hfg : ∀ j, 1 ≤ j → j ≤ n → f j ≤ g j)
    (hg : ∀ j, 1 ≤ j → j ≤ n → h ^ 2 * g j < 12)
    (u0 : u 0 = 0) (v0 : v 0 = 0) (v1 : 0 < v 1)
    (upos : ∀ j, 1 ≤ j → j ≤ n → 0 < u j) (k : ℕ) (hk : k + 1 ≤ n) :
    0 < v (k + 1) ∧
      auxW h f u (k + 1) * auxW h g v k ≤ auxW h g v (k + 1) * auxW h f u k := by
  have hf : ∀ j, 1 ≤ j → j ≤ n → h ^ 2 * f j < 12 := fun j a b =>
    lt_of_le_of_lt (mul_le_mul_of_nonneg_left (hfg j a b) (sq_nonneg h)) (hg j a b)
  induction k with
  | zero => exact ⟨v1, by simp [auxW, u0, v0]⟩
  | succ k ih =>
    obtain ⟨vp, D⟩ := ih (by omega)
    have up := upos (k + 1) (by omega) (by omega)
    have key := cross_step hu hv k (by omega)
    -- the larger coefficient can only increase the cross difference
    have gain : 0 ≤ h ^ 2 * (g (k + 1) - f (k + 1)) * (u (k + 1) * v (k + 1)) :=
      mul_nonneg (mul_nonneg (sq_nonneg h)
        (sub_nonneg.2 (hfg (k + 1) (by omega) (by omega)))) (mul_pos up vp).le
    have D' : auxW h f u (k + 2) * auxW h g v (k + 1)
        ≤ auxW h g v (k + 2) * auxW h f u (k + 1) := by linarith
    have a : 0 < auxW h f u (k + 2) :=
      (auxW_pos_iff (hf (k + 2) (by omega) (by omega))).2 (upos (k + 2) (by omega) (by omega))
    have b : 0 < auxW h g v (k + 1) :=
      (auxW_pos_iff (hg (k + 1) (by omega) (by omega))).2 vp
    have c : 0 < auxW h f u (k + 1) :=
      (auxW_pos_iff (hf (k + 1) (by omega) (by omega))).2 up
    -- hence the next value of `v` is positive as well
    have d : 0 < auxW h g v (k + 2) :=
      (mul_pos_iff_of_pos_right c).1 (lt_of_lt_of_le (mul_pos a b) D')
    exact ⟨(auxW_pos_iff (hg (k + 2) (by omega) (by omega))).1 d, D'⟩
```

Here `gain` is the non-negative increment, `D'` is $D_{k+1}\ge0$, and `a`, `b`, `c` are the positive amplitudes $A_{k+2}$, $B_{k+1}$, $A_{k+1}$. Together they give `d`, which is $B_{k+2}>0$.

The main theorem keeps the first half of this result. It assumes nothing about the sign of $h$ or the coefficients at site 0, where both solutions vanish.

```lean
/-- Numerov node comparison: if `f ≤ g` and `h² g < 12` on `1, ..., n`, both solutions start from
zero at the wall, `v 1 > 0`, and `u` is positive on `1, ..., n`, then `v` is positive on `1, ...,
n`. -/
theorem no_new_node {h : ℝ} {f g u v : ℕ → ℝ} {n : ℕ}
    (hu : IsNumerov h f u n) (hv : IsNumerov h g v n)
    (hfg : ∀ j, 1 ≤ j → j ≤ n → f j ≤ g j)
    (hg : ∀ j, 1 ≤ j → j ≤ n → h ^ 2 * g j < 12)
    (u0 : u 0 = 0) (v0 : v 0 = 0) (v1 : 0 < v 1)
    (upos : ∀ j, 1 ≤ j → j ≤ n → 0 < u j) :
    ∀ j, 1 ≤ j → j ≤ n → 0 < v j := by
  intro j h1 hn
  obtain ⟨k, rfl⟩ : ∃ k, j = k + 1 := ⟨j - 1, by omega⟩
  exact (growth_comparison hu hv hfg hg u0 v0 v1 upos k hn).1
```

Read in reverse, it orders the first nodes when $u_1>0$ as well, a node on the grid being a non-positive value after site 0: if $v_k\le0$, then $u$ has already failed to be positive at or before $k$. Later nodes are not counted.

```lean
/-- Let `f ≤ g` and `h² g < 12` on `1, ..., k`, with `k ≥ 1`, and let both Numerov solutions start
from zero with `v 1 > 0`. If `v` is non-positive at site `k`, then `u` is non-positive at some site
from `1` to `k`. -/
theorem first_node_order {h : ℝ} {f g u v : ℕ → ℝ} {k : ℕ}
    (hu : IsNumerov h f u k) (hv : IsNumerov h g v k)
    (hfg : ∀ j, 1 ≤ j → j ≤ k → f j ≤ g j)
    (hg : ∀ j, 1 ≤ j → j ≤ k → h ^ 2 * g j < 12)
    (u0 : u 0 = 0) (v0 : v 0 = 0) (v1 : 0 < v 1)
    (hk : 1 ≤ k) (node : v k ≤ 0) :
    ∃ j, 1 ≤ j ∧ j ≤ k ∧ u j ≤ 0 := by
  by_contra H
  have upos : ∀ j, 1 ≤ j → j ≤ k → 0 < u j := fun j a b =>
    not_le.1 fun c => H ⟨j, a, b, c⟩
  exact absurd node (not_le.2 (no_new_node hu hv hfg hg u0 v0 v1 upos k hk le_rfl))
```

## The far wall, the forbidden region and the coarse mesh

Suppose that $u$, at energy $E$, also vanishes at $n+1$ and is positive in between, as a nodeless bound state in a box is once its overall sign is chosen. At a lower energy $E'$ that still respects the mesh bound, the increment is strictly positive. Since $A_{n+1}=0$,
$$B_{n+1}A_n=D_{n-1}+h^2(g_n-f_n)u_nv_n>0,$$
so $v_{n+1}>0$.

```lean
/-- Let `u` at energy `E` vanish at both walls `0` and `n + 1` and be positive between them. If the
coefficient at a lower energy `E'` satisfies the mesh bound `h² κ (V_j - E') < 12` on `1, ..., n +
1`, then a Numerov solution at `E'` that starts from zero with `v 1 > 0` is positive at the far
wall. -/
theorem positive_at_far_wall {h κ E E' : ℝ} {V u v : ℕ → ℝ} {n : ℕ}
    (hh : 0 < h) (hκ : 0 < κ) (hE : E' < E) (hn : 1 ≤ n)
    (hu : IsNumerov h (schrodingerCoeff κ V E) u (n + 1))
    (hv : IsNumerov h (schrodingerCoeff κ V E') v (n + 1))
    (hg : ∀ j, 1 ≤ j → j ≤ n + 1 → h ^ 2 * schrodingerCoeff κ V E' j < 12)
    (u0 : u 0 = 0) (v0 : v 0 = 0) (v1 : 0 < v 1)
    (upos : ∀ j, 1 ≤ j → j ≤ n → 0 < u j) (uend : u (n + 1) = 0) :
    0 < v (n + 1) := by
  obtain ⟨k, rfl⟩ : ∃ k, n = k + 1 := ⟨n - 1, by omega⟩
  have hlt : ∀ j, schrodingerCoeff κ V E j < schrodingerCoeff κ V E' j := by
    intro j
    unfold schrodingerCoeff
    nlinarith [mul_pos hκ (sub_pos.2 hE)]
  obtain ⟨vp, D⟩ := growth_comparison (n := k + 1)
    (fun j hj => hu j (by omega)) (fun j hj => hv j (by omega))
    (fun j _ _ => (hlt j).le) (fun j a b => hg j a (by omega)) u0 v0 v1 upos k le_rfl
  have up := upos (k + 1) (by omega) le_rfl
  have key := cross_step hu hv k (by omega)
  -- the last step before the wall contributes a strictly positive amount
  have gain := mul_pos (mul_pos (pow_pos hh 2) (sub_pos.2 (hlt (k + 1)))) (mul_pos up vp)
  have wend : auxW h (schrodingerCoeff κ V E) u (k + 2) = 0 := by
    unfold auxW
    rw [show u (k + 2) = 0 from uend, mul_zero]
  rw [wend, zero_mul] at key
  have c : 0 < auxW h (schrodingerCoeff κ V E) u (k + 1) :=
    (auxW_pos_iff (lt_trans (mul_lt_mul_of_pos_left (hlt (k + 1)) (pow_pos hh 2))
      (hg (k + 1) (by omega) (by omega)))).2 up
  have d : 0 < auxW h (schrodingerCoeff κ V E') v (k + 2) :=
    (mul_pos_iff_of_pos_right c).1 (by linarith)
  exact (auxW_pos_iff (hg (k + 2) (by omega) le_rfl)).1 d
```

For a one-dimensional, single-particle shooting calculation that respects the mesh bound, this means that a trial solution started from zero with a positive first value, at an energy below that of the nodeless state of the Numerov scheme on the same grid, has a positive value at the far wall.

The comparison also applies to a classically forbidden region. With $f=0$, the straight line $u_j=j$ solves the scheme.

```lean
/-- The linear function `u_j = j` solves the Numerov recurrence with zero coefficient. -/
theorem free_linear (h : ℝ) (n : ℕ) :
    IsNumerov h (fun _ => 0) (fun j => (j : ℝ)) n := by
  intro j _
  simp only [auxW]
  push_cast
  ring
```

It is positive after site 0, so for any $g\ge0$ below the mesh bound, a solution with $v_0=0$ and $v_1>0$ has no node after site 0.

```lean
/-- In a region with `g ≥ 0` and `h² g < 12`, a Numerov solution that starts from zero with
`v 1 > 0` stays positive. -/
theorem forbidden_region_no_node {h : ℝ} {g v : ℕ → ℝ} {n : ℕ}
    (hv : IsNumerov h g v n) (g0 : ∀ j, 1 ≤ j → j ≤ n → 0 ≤ g j)
    (hg : ∀ j, 1 ≤ j → j ≤ n → h ^ 2 * g j < 12) (v0 : v 0 = 0) (v1 : 0 < v 1) :
    ∀ j, 1 ≤ j → j ≤ n → 0 < v j :=
  no_new_node (free_linear h n) hv g0 hg (by simp) v0 v1
    (fun j hj _ => Nat.cast_pos.2 (by omega))
```

Beyond the bound this can fail. With $v_0=0$, the first step reads
$$\Bigl(1-\frac{h^2g_2}{12}\Bigr)v_2=\Bigl(2+\frac{5h^2g_1}{6}\Bigr)v_1 .$$
For $g_1\ge0$ the right-hand side is positive, so $h^2g_2>12$ forces $v_2<0$: a node inside a forbidden region, produced by the mesh alone.

```lean
/-- If `g 1 ≥ 0` but the mesh is so coarse that `h² g_2 > 12`, a Numerov solution that starts
from zero with `v 1 > 0` is negative at site `2`. -/
theorem coarse_mesh_sign_change {h : ℝ} {g v : ℕ → ℝ} (hv : IsNumerov h g v 2)
    (v0 : v 0 = 0) (v1 : 0 < v 1) (g1 : 0 ≤ g 1) (g2 : 12 < h ^ 2 * g 2) :
    v 2 < 0 := by
  have e := hv 0 le_rfl
  simp only [auxW, zero_add, v0, mul_zero, add_zero] at e
  by_contra H
  have H' : 0 ≤ v 2 := not_lt.1 H
  nlinarith [mul_nonneg H' (sub_pos.2 g2).le,
    mul_nonneg (mul_nonneg (sq_nonneg h) g1) v1.le]

end NumerovNodeComparison
```

```lean
#print axioms NumerovNodeComparison.first_node_order
#print axioms NumerovNodeComparison.positive_at_far_wall
#print axioms NumerovNodeComparison.forbidden_region_no_node
#print axioms NumerovNodeComparison.coarse_mesh_sign_change
```

```
'NumerovNodeComparison.first_node_order' depends on axioms: [propext, Classical.choice, Quot.sound]
'NumerovNodeComparison.positive_at_far_wall' depends on axioms: [propext, Classical.choice, Quot.sound]
'NumerovNodeComparison.forbidden_region_no_node' depends on axioms: [propext, Classical.choice, Quot.sound]
'NumerovNodeComparison.coarse_mesh_sign_change' depends on axioms: [propext, Classical.choice, Quot.sound]
```
